# Axially symmetric channels l and l+1: no net augmentation charge, but a dipole if the first radial moment is non-zero

## Can a pair with zero augmentation charge still have a dipole?

Let $P_0, P_1, P_2, \dots$ be real polynomials in $x=\cos\theta$, where $P_n$ has exact degree $n$ and a positive leading coefficient, and let them be mutually orthogonal on $[-1,1]$. In an ultrasoft pseudopotential, I take $P_l$ and $P_{l+1}$ as the angular parts of two channels on the same atom, both without azimuthal dependence. Orthogonality gives $\int_{-1}^{1}P_lP_{l+1}\,dx=0$, so the pair adds no net augmentation charge. I believe that $\int_{-1}^{1}x\,P_lP_{l+1}\,dx$ is nevertheless strictly positive for every $l$, so that the pair can carry a dipole. Can this be derived from these properties alone, with a proof checked by machine? And what does the radial part have to satisfy?

## Yes: the angular factor is always positive, and the radial moment decides the rest

Write the overlap of two real polynomials as
$$\langle p,q\rangle=\int_{-1}^{1}p(x)\,q(x)\,dx ,$$
and let $a_n>0$ be the leading coefficient of $P_n$. For the radial part, let $u_1,u_2$ be the all-electron and $w_1,w_2$ the pseudo reduced radial functions (radius times radial wavefunction), and set
$$\Delta(r)=u_1(r)u_2(r)-w_1(r)w_2(r).$$
The factor $1/r^2$ in the physical density cancels the $r^2$ of the volume element. With $z=rx$, and without the constant azimuthal factor, the axial moment of order $k$ inside radius $R$ is
$$M_k=\int_0^R dr\int_{-1}^{1}dx\,(rx)^k\,\Delta(r)\,p(x)\,q(x).$$
Here $M_0$ is the net charge and $M_1$ the dipole along the axis, both up to constants.

### Comparing leading terms

The argument works for any pair $l$, $l+k$; the question is the case $k=1$.

**Positivity.** If $p\neq0$, then $\langle p,p\rangle>0$. The integrand $p^2$ is continuous and non-negative. If its integral were zero, $p$ would vanish on all of $[-1,1]$ and have infinitely many roots, which a non-zero polynomial cannot have.

**Orthogonality to all lower degrees.** Let $q$ have degree below $n$. We show $\langle q,P_n\rangle=0$ by removing leading terms. Suppose the claim holds for polynomials without terms of degree $m$ or higher, where $m<n$, and let $q$ have no terms above degree $m$. If $q_m$ is its coefficient of $x^m$, then
$$q-\frac{q_m}{a_m}P_m$$
has no terms of degree $m$ or higher, so it is orthogonal to $P_n$. Since $P_m$ is also orthogonal to $P_n$, so is $q$. The process starts from $q=0$, where the claim is obvious.

**Moments below order $k$.** For $j<k$, the polynomial $x^jP_l$ has degree $l+j<l+k$. Hence $\langle x^jP_l,P_{l+k}\rangle=0$.

**The moment of order $k$.** The polynomial $x^kP_l$ has degree $l+k$ and leading coefficient $a_l$. Subtracting $(a_l/a_{l+k})P_{l+k}$ cancels the leading term, and the remainder is orthogonal to $P_{l+k}$. Therefore
$$\langle x^kP_l,P_{l+k}\rangle=\frac{a_l}{a_{l+k}}\,\langle P_{l+k},P_{l+k}\rangle>0 .$$
With $k=1$ this is the positive angular dipole.

**The radial factor.** For $p=P_l$ and $q=P_{l+k}$ the double integral separates:
$$M_j=\left(\int_0^R r^j\Delta(r)\,dr\right)\langle x^jP_l,P_{l+k}\rangle .$$
All moments with $j<k$ vanish because of their angular factor. The moment $M_k$ is non-zero if $\int_0^R r^k\Delta(r)\,dr\neq0$. Its sign is that of the radial integral, so only the angular factor has a guaranteed sign.

For scale, take $P_0=1$ and $P_1=x$. The unnormalised angular dipole is $\int_{-1}^{1}x^2\,dx=2/3$. Normalising both functions on $[-1,1]$ gives $1/\sqrt3$. The conditions on the family determine each $P_n$ up to a positive factor, so it is a positive multiple of the Legendre polynomial of degree $n$. With both functions normalised, the general value is $(l+1)/\sqrt{(2l+1)(2l+3)}$.

### The Lean file

```lean
import Mathlib

open Polynomial

namespace AugmentationMultipoles

noncomputable section

/-- The overlap of two polynomials on [-1,1], where the variable is the cosine of the polar
angle. -/
def overlap (p q : ℝ[X]) : ℝ := ∫ x in (-1 : ℝ)..1, p.eval x * q.eval x

/-- Polynomials `P 0, ..., P L` of exact degree `n` with positive leading coefficients, mutually
orthogonal on [-1,1]. -/
structure IsOrthogonalFamily (L : ℕ) (P : ℕ → ℝ[X]) : Prop where
  natDegree_eq : ∀ n ≤ L, (P n).natDegree = n
  leading_pos : ∀ n ≤ L, 0 < (P n).coeff n
  orthogonal : ∀ m ≤ L, ∀ n ≤ L, m ≠ n → overlap (P m) (P n) = 0

/-- The augmentation density of a pair of channels: the all-electron product `u₁ u₂` minus the
pseudo product `w₁ w₂` of reduced radial functions, times the angular factors `p` and `q`. With
reduced functions, this is `r²` times the density per unit volume. -/
def augmentationDensity (u₁ u₂ w₁ w₂ : ℝ → ℝ) (p q : ℝ[X]) (r x : ℝ) : ℝ :=
  (u₁ r * u₂ r - w₁ r * w₂ r) * (p.eval x * q.eval x)

/-- The moment of order `k` along the axis, with `z = r x`, inside radius `R`, of a density `Q` that
already includes the factor `r²` of the volume element; the constant azimuthal factor is left out.
-/
def axialMoment (k : ℕ) (R : ℝ) (Q : ℝ → ℝ → ℝ) : ℝ :=
  ∫ r in (0 : ℝ)..R, ∫ x in (-1 : ℝ)..1, (r * x) ^ k * Q r x

/-- The overlap is linear in its first argument. -/
theorem overlap_sub_C_mul (p q s : ℝ[X]) (c : ℝ) :
    overlap (p - C c * q) s = overlap p s - c * overlap q s := by
  have h1 : IntervalIntegrable (fun x => p.eval x * s.eval x) MeasureTheory.volume (-1) 1 :=
    (p.continuous.mul s.continuous).intervalIntegrable _ _
  have h2 : IntervalIntegrable (fun x => c * (q.eval x * s.eval x))
      MeasureTheory.volume (-1) 1 :=
    (continuous_const.mul (q.continuous.mul s.continuous)).intervalIntegrable _ _
  unfold overlap
  rw [← intervalIntegral.integral_const_mul, ← intervalIntegral.integral_sub h1 h2]
  refine intervalIntegral.integral_congr fun x _ => ?_
  simp only [eval_sub, eval_mul, eval_C]
  ring

/-- A non-zero polynomial has a strictly positive squared norm on [-1,1]. -/
theorem overlap_self_pos {p : ℝ[X]} (hp : p ≠ 0) : 0 < overlap p p := by
  unfold overlap
  refine intervalIntegral.integral_pos (by norm_num)
    (p.continuous.mul p.continuous).continuousOn (fun x _ => mul_self_nonneg _) ?_
  -- otherwise the polynomial would have infinitely many roots
  by_contra h
  push Not at h
  refine hp (eq_zero_of_infinite_isRoot p
    ((Set.Icc_infinite (by norm_num : (-1 : ℝ) < 1)).mono fun x hx => ?_))
  exact mul_self_eq_zero.mp (le_antisymm (h x hx) (mul_self_nonneg _))

/-- Each member of an orthogonal family is orthogonal to every polynomial of lower degree. -/
theorem overlap_eq_zero_of_degree_lt {L : ℕ} {P : ℕ → ℝ[X]} (hP : IsOrthogonalFamily L P)
    {n : ℕ} (hn : n ≤ L) {q : ℝ[X]} (hq : q.degree < n) : overlap q (P n) = 0 := by
  have key : ∀ m ≤ n, ∀ q : ℝ[X], (∀ k, m ≤ k → q.coeff k = 0) → overlap q (P n) = 0 := by
    intro m
    induction m with
    | zero =>
      intro _ q hq
      have h0 : q = 0 := by
        ext k
        simpa using hq k (Nat.zero_le k)
      simp [h0, overlap]
    | succ m ih =>
      intro hm q hq
      have hl : (P m).coeff m ≠ 0 := (hP.leading_pos m (by omega)).ne'
      have hd : (P m).natDegree = m := hP.natDegree_eq m (by omega)
      -- remove the leading term with a multiple of `P m`
      have hr := ih (by omega) (q - C (q.coeff m / (P m).coeff m) * P m) (by
        intro k hk
        rw [coeff_sub, coeff_C_mul]
        rcases hk.eq_or_lt with rfl | h
        · rw [div_mul_cancel₀ _ hl, sub_self]
        · have hz : (P m).coeff k = 0 := coeff_eq_zero_of_natDegree_lt (by omega)
          rw [hq k h, hz, mul_zero, sub_zero])
      rw [overlap_sub_C_mul, hP.orthogonal m (by omega) n hn (by omega)] at hr
      linarith
  exact key n le_rfl q ((degree_lt_iff_coeff_zero _ _).1 hq)

/-- For the pair `l`, `l + k` of an orthogonal family, all angular moments of order below `k`
vanish and the moment of order `k` is strictly positive. -/
theorem lowest_angular_moment {L : ℕ} {P : ℕ → ℝ[X]} (hP : IsOrthogonalFamily L P) {l k : ℕ}
    (hL : l + k ≤ L) : (∀ j < k, overlap (X ^ j * P l) (P (l + k)) = 0) ∧
      0 < overlap (X ^ k * P l) (P (l + k)) := by
  have hdeg : ∀ j, (X ^ j * P l).natDegree ≤ j + l := fun j => by
    have h := natDegree_mul_le (p := (X : ℝ[X]) ^ j) (q := P l)
    rwa [natDegree_X_pow, hP.natDegree_eq l (by omega)] at h
  constructor
  · intro j hj
    refine overlap_eq_zero_of_degree_lt hP hL ((degree_lt_iff_coeff_zero _ _).2 fun i hi => ?_)
    exact coeff_eq_zero_of_natDegree_lt (by have := hdeg j; omega)
  · have ha := hP.leading_pos l (by omega)
    have hb := hP.leading_pos (l + k) hL
    have hd := hP.natDegree_eq (l + k) hL
    -- the leading terms cancel, and the remainder is orthogonal to `P (l + k)`
    have hr : overlap (X ^ k * P l - C ((P l).coeff l / (P (l + k)).coeff (l + k)) * P (l + k))
        (P (l + k)) = 0 := by
      refine overlap_eq_zero_of_degree_lt hP hL
        ((degree_lt_iff_coeff_zero _ _).2 fun i hi => ?_)
      rw [coeff_sub, coeff_C_mul]
      rcases hi.eq_or_lt with rfl | h
      · rw [coeff_X_pow_mul, div_mul_cancel₀ _ hb.ne', sub_self]
      · have h1 : (X ^ k * P l).coeff i = 0 :=
          coeff_eq_zero_of_natDegree_lt (by have := hdeg k; omega)
        have h2 : (P (l + k)).coeff i = 0 := coeff_eq_zero_of_natDegree_lt (by omega)
        rw [h1, h2, mul_zero, sub_zero]
    rw [overlap_sub_C_mul] at hr
    have hne : P (l + k) ≠ 0 := fun h => by simp [h] at hb
    have hpos := mul_pos (div_pos ha hb) (overlap_self_pos hne)
    linarith

/-- Neighbouring members of an orthogonal family have zero overlap, but the integral of
`x P_l P_(l+1)` over [-1,1] is strictly positive. -/
theorem neighbour_angular_dipole {L : ℕ} {P : ℕ → ℝ[X]} (hP : IsOrthogonalFamily L P) {l : ℕ}
    (hL : l + 1 ≤ L) : (∫ x in (-1 : ℝ)..1, (P l).eval x * (P (l + 1)).eval x) = 0 ∧
      0 < ∫ x in (-1 : ℝ)..1, x * (P l).eval x * (P (l + 1)).eval x := by
  refine ⟨hP.orthogonal l (by omega) (l + 1) hL (by omega), ?_⟩
  have h := (lowest_angular_moment hP hL).2
  simpa only [overlap, pow_one, eval_mul, eval_X] using h

/-- An axial moment of an augmentation density is a radial moment times an angular moment. -/
theorem axialMoment_factor (k : ℕ) (R : ℝ) (u₁ u₂ w₁ w₂ : ℝ → ℝ) (p q : ℝ[X]) :
    axialMoment k R (augmentationDensity u₁ u₂ w₁ w₂ p q) =
      (∫ r in (0 : ℝ)..R, r ^ k * (u₁ r * u₂ r - w₁ r * w₂ r)) * overlap (X ^ k * p) q := by
  unfold axialMoment augmentationDensity overlap
  rw [← intervalIntegral.integral_mul_const]
  refine intervalIntegral.integral_congr fun r _ => ?_
  rw [← intervalIntegral.integral_const_mul]
  refine intervalIntegral.integral_congr fun x _ => ?_
  simp only [eval_mul, eval_pow, eval_X]
  ring

/-- If the radial moment of order `k` is non-zero, the augmentation density of the pair `l`,
`l + k` has vanishing axial moments below order `k` and a non-zero one at order `k`. -/
theorem lowest_augmentation_multipole {L : ℕ} {P : ℕ → ℝ[X]} (hP : IsOrthogonalFamily L P)
    {l k : ℕ} (hL : l + k ≤ L) (R : ℝ) (u₁ u₂ w₁ w₂ : ℝ → ℝ)
    (hR : (∫ r in (0 : ℝ)..R, r ^ k * (u₁ r * u₂ r - w₁ r * w₂ r)) ≠ 0) :
    (∀ j < k, axialMoment j R (augmentationDensity u₁ u₂ w₁ w₂ (P l) (P (l + k))) = 0) ∧
      axialMoment k R (augmentationDensity u₁ u₂ w₁ w₂ (P l) (P (l + k))) ≠ 0 := by
  obtain ⟨h0, h1⟩ := lowest_angular_moment hP hL
  refine ⟨fun j hj => ?_, ?_⟩
  · rw [axialMoment_factor, h0 j hj, mul_zero]
  · rw [axialMoment_factor]
    exact mul_ne_zero hR h1.ne'

/-- The angular factors `1` and `x` of an s and a p channel form an orthogonal family up to
degree one. -/
theorem orthogonalFamily_witness : IsOrthogonalFamily 1 (fun n => X ^ n) := by
  refine ⟨fun n _ => natDegree_X_pow n, fun n _ => by simp [coeff_X_pow], ?_⟩
  intro m hm n hn hmn
  have h : (m = 0 ∧ n = 1) ∨ (m = 1 ∧ n = 0) := by omega
  rcases h with ⟨rfl, rfl⟩ | ⟨rfl, rfl⟩ <;> simp [overlap]

end

end AugmentationMultipoles
```

```lean
#print axioms AugmentationMultipoles.neighbour_angular_dipole
-- 'AugmentationMultipoles.neighbour_angular_dipole' depends on axioms: [propext, Classical.choice, Quot.sound]
#print axioms AugmentationMultipoles.lowest_augmentation_multipole
-- 'AugmentationMultipoles.lowest_augmentation_multipole' depends on axioms: [propext, Classical.choice, Quot.sound]
```

### Reading the definitions and theorems

The type `ℝ[X]` contains real polynomials, and `p.eval x` is the value of $p$ at $x$. The definition `overlap` is $\langle p,q\rangle$, with no weight and no normalisation.

`IsOrthogonalFamily L P` states the three conditions on $P_0,\dots,P_L$: exact degree, positive leading coefficient and mutual orthogonality. Here `L` is the largest degree under consideration, not a multipole order. Nothing is required of the polynomials beyond it. An infinite family satisfies the definition for every `L`, so choosing `L = l + 1` gives the statement for any $l$. The positive leading coefficients fix the sign convention: reversing the sign of one of the two polynomials would reverse the sign of the angular dipole.

`neighbour_angular_dipole` is the angular claim in the question, with both integrals written out. `lowest_angular_moment` is the version for a general separation $k$. It includes $k=0$, where there are no lower moments and the statement is that the squared norm of $P_l$ is positive.

`augmentationDensity` is $\Delta(r)\,p(x)\,q(x)$, and `axialMoment` is $M_k$. In `lowest_augmentation_multipole`, the hypothesis `hR` says that the radial moment of order $k$ is non-zero. Physically, the all-electron and pseudo products differ in their integral weighted by $r^k$. If the pseudo functions were built to reproduce this moment, the corresponding multipole would vanish, whatever the angular part. For $k=1$ the theorem says that the charge is zero and the axial dipole is not.

The radial functions are arbitrary real functions. They need not solve a radial Schrödinger equation, and the pseudo functions need not match the all-electron ones at $R$. The model has one pair of channels on one centre, both without azimuthal dependence. Other magnetic quantum numbers and the weights with which the pairs enter the density of a molecule or solid are not included.

The theorem `orthogonalFamily_witness` confirms that $1$ and $x$ form such a family with `L = 1`, which is the s–p case. The identification with Legendre polynomials and the values quoted above for higher $l$ are textbook results and do not come from the file.

### From polynomial coefficients to multipoles in Lean

`overlap_sub_C_mul` supplies the linearity used whenever a leading term is removed. Continuity of polynomials makes both integrals well defined, and the integrands are then compared point by point.

`overlap_self_pos` is the positivity step. Mathlib's `intervalIntegral.integral_pos` asks for a continuous, non-negative integrand that is positive somewhere. If there were no such point, every $x\in[-1,1]$ would be a root, and `eq_zero_of_infinite_isRoot` would force the polynomial to be zero.

`overlap_eq_zero_of_degree_lt` removes leading terms by induction on `m`. The inner statement `key` describes a degree bound through coefficients: everything from `m` upwards is zero. In the successor case, the proof subtracts the multiple of `P m` used in the derivation and checks the coefficients. At index `m` the two terms cancel; above it both are zero. The induction hypothesis and the orthogonality of `P m` and `P n` then give the result through `linarith`.

`lowest_angular_moment` first bounds the degree of `X ^ j * P l` by `j + l`. For `j < k` the previous lemma applies at once. For order `k`, the fact `hr` records that the remainder after cancelling leading terms is orthogonal to `P (l + k)`. Linearity turns this into the equation for the angular moment, and `hpos` says that its right-hand side is positive.

`neighbour_angular_dipole` takes the zero overlap directly from the definition of the family and the positive integral from the case $k=1$. `axialMoment_factor` separates the double integral by moving constants in and out of the radial and angular integrals. `lowest_augmentation_multipole` combines the two: a zero angular factor removes each lower moment, and a product of two non-zero factors gives the moment of order $k$.

### Where the dipole enters an ultrasoft calculation

An ultrasoft code uses the augmentation functions $Q_{ij}(\mathbf r)$, each the difference between an all-electron and a pseudo product, in several places. Their integrals $q_{ij}$ enter the overlap operator
$$S=1+\sum_{ij}q_{ij}\,|\beta_i\rangle\langle\beta_j| ,$$
where $\beta_i$ are the projectors. The functions themselves enter the electron density, each weighted by $\sum_n f_n\langle\psi_n|\beta_i\rangle\langle\beta_j|\psi_n\rangle$, where $f_n$ is the occupation of the state $\psi_n$. For an s–p pair this weight can be non-zero only if some occupied state overlaps with both projectors. Integrated against the local effective potential, they also enter the coefficients of the non-local potential.

For an s–p pair, $q_{ij}=0$, so the pair drops out of $S$. It must still be kept in the density, where it can contribute a dipole to the electrostatic potential, and in the coefficients of the non-local potential. A loop that builds the augmentation density only for pairs with non-zero $q_{ij}$ would lose this term. For the single-centre, axially symmetric pairs treated here, the theorem identifies the radial integral that decides whether the dipole is present.

In practice, the product of two spherical harmonics is expanded in spherical harmonics of order $\lambda$, with $|l-l'|\le\lambda\le l+l'$. The lowest possible order for neighbouring channels is therefore $\lambda=1$, and the axially symmetric pairs treated here do contain it. If the radial part of $Q_{ij}$ is smoothed near the nucleus, its moment of order $\lambda$ should be preserved for each $\lambda$ separately, since preserving the total charge says nothing about the dipole of an s–p pair.

The same term appears in Berry-phase polarisation, which needs integrals of $Q_{ij}(\mathbf r)\,e^{-i\mathbf b\cdot\mathbf r}$ for a small wavevector $\mathbf b$. For an s–p pair the zeroth-order term is $q_{ij}=0$, and the first-order term is $-i\,\mathbf b\cdot\int\mathbf r\,Q_{ij}(\mathbf r)\,d^3r$, which contains the dipole.
